# Mean square z component over the sphere of an orthogonally transformed unit magnetization field with doubled polar angle

At the point of the unit sphere with polar angle t and azimuth p, a prescribed magnetization field has the direction (sin 2t cos p, sin 2t sin p, cos 2t), which is a unit vector. The lemma applies one constant real orthogonal matrix R, a rotation or a rotation combined with a reflection, to the field's vectors at all points, and states that the average of the squared z component over the sphere is 4/15 + R_zz²/5. The proof writes the new z component as the dot product of the original field with the third row of R, and uses an earlier lemma for the average of such a squared projection. For that it needs the third row to have length one, which it tries to read off from the diagonal zz entry of R Rᵀ = 1.

This version doesn't compile in Lean 4 with Mathlib:

```lean
import Mathlib

open Real Matrix

namespace CollinearRotated

noncomputable section

/-- The magnetization direction at polar angle `t` and azimuth `p`: the spherical-coordinate formula
for a unit vector, with `2t` in place of the polar angle `t`. -/
def spinField (t p : ℝ) : Fin 3 → ℝ :=
  ![sin (2 * t) * cos p, sin (2 * t) * sin p, cos (2 * t)]

/-- The average over the unit sphere of a function of the polar angle `t` and azimuth `p`,
with weight `sin t / (4π)`. -/
def sphereAvg (f : ℝ → ℝ → ℝ) : ℝ :=
  1 / (4 * π) * ∫ t in (0 : ℝ)..π, (∫ p in (0 : ℝ)..(2 * π), f t p) * sin t

/-- The integral over the azimuth of the square of a first harmonic plus a constant. -/
theorem azimuthal_integral (A B C : ℝ) :
    ∫ p in (0 : ℝ)..(2 * π), (A * cos p + B * sin p + C) ^ 2
      = π * (A ^ 2 + B ^ 2) + 2 * π * C ^ 2 := by
  -- an explicit antiderivative
  have hd : ∀ p : ℝ, HasDerivAt
      (fun p : ℝ => (A ^ 2 - B ^ 2) / 2 * (sin p * cos p)
        + ((A ^ 2 + B ^ 2) / 2 + C ^ 2) * p + A * B * (sin p * sin p)
        + 2 * A * C * sin p + (-2 * B * C) * cos p)
      ((A * cos p + B * sin p + C) ^ 2) p := by
    intro p
    have hs := Real.hasDerivAt_sin p
    have hc := Real.hasDerivAt_cos p
    refine ((((((hs.fun_mul hc).const_mul ((A ^ 2 - B ^ 2) / 2)).fun_add
      ((hasDerivAt_id' p).const_mul ((A ^ 2 + B ^ 2) / 2 + C ^ 2))).fun_add
      ((hs.fun_mul hs).const_mul (A * B))).fun_add
      (hs.const_mul (2 * A * C))).fun_add
      (hc.const_mul (-2 * B * C))).congr_deriv ?_
    linear_combination (-(A ^ 2 + B ^ 2) / 2) * Real.sin_sq_add_cos_sq p
  rw [intervalIntegral.integral_eq_sub_of_hasDerivAt (fun p _ => hd p)
    (Continuous.intervalIntegrable (by fun_prop) _ _)]
  simp only [Real.sin_two_pi, Real.cos_two_pi, Real.sin_zero, Real.cos_zero]
  ring

/-- The polar integrals of `sin² 2t` and `cos² 2t` with weight `sin t` are `16/15` and
`14/15`, stated for an arbitrary linear combination. -/
theorem polar_integral (α β : ℝ) :
    ∫ t in (0 : ℝ)..π, (α * sin (2 * t) ^ 2 + β * cos (2 * t) ^ 2) * sin t
      = 16 / 15 * α + 14 / 15 * β := by
  -- the antiderivative is a polynomial in cos t
  have hd : ∀ t : ℝ, HasDerivAt
      (fun t : ℝ => (-(4 / 3) * (α - β)) * cos t ^ 3
        + (4 / 5 * (α - β)) * cos t ^ 5 + (-β) * cos t)
      ((α * sin (2 * t) ^ 2 + β * cos (2 * t) ^ 2) * sin t) t := by
    intro t
    have hc := Real.hasDerivAt_cos t
    refine ((((hc.fun_pow 3).const_mul (-(4 / 3) * (α - β))).fun_add
      ((hc.fun_pow 5).const_mul (4 / 5 * (α - β)))).fun_add
      (hc.const_mul (-β))).congr_deriv ?_
    rw [Real.sin_two_mul, Real.cos_two_mul]
    simp only [Nat.cast_ofNat, Nat.reduceSub]
    linear_combination (-4 * α * sin t * cos t ^ 2) * Real.sin_sq_add_cos_sq t
  rw [intervalIntegral.integral_eq_sub_of_hasDerivAt (fun t _ => hd t)
    (Continuous.intervalIntegrable (by fun_prop) _ _)]
  simp only [Real.cos_pi, Real.cos_zero]
  ring

/-- The projection of the field on an axis, written as a first harmonic in the azimuth. -/
theorem spinField_dot (t p : ℝ) (a : Fin 3 → ℝ) :
    spinField t p ⬝ᵥ a
      = sin (2 * t) * a 0 * cos p + sin (2 * t) * a 1 * sin p + cos (2 * t) * a 2 := by
  simp only [dotProduct, Fin.sum_univ_three]
  change sin (2 * t) * cos p * a 0 + sin (2 * t) * sin p * a 1 + cos (2 * t) * a 2 = _
  ring

/-- For any axis vector `a`, the sphere average of the squared projection `(m·a)²` is
`(4/15) a·a + a_z²/5`. -/
theorem sphereAvg_projection_sq (a : Fin 3 → ℝ) :
    sphereAvg (fun t p => (spinField t p ⬝ᵥ a) ^ 2)
      = 4 / 15 * (a ⬝ᵥ a) + a 2 ^ 2 / 5 := by
  -- first the azimuth, then the polar angle
  have h : ∀ t : ℝ, ∫ p in (0 : ℝ)..(2 * π), (spinField t p ⬝ᵥ a) ^ 2
      = (π * (a 0 ^ 2 + a 1 ^ 2)) * sin (2 * t) ^ 2
        + (2 * π * a 2 ^ 2) * cos (2 * t) ^ 2 := by
    intro t
    simp only [spinField_dot]
    rw [azimuthal_integral]
    ring
  have hpi : 1 / (4 * π) * π = 1 / 4 := by
    have := Real.pi_ne_zero
    field_simp
  simp only [sphereAvg, h]
  rw [polar_integral]
  simp only [dotProduct, Fin.sum_univ_three]
  linear_combination (16 / 15 * (a 0 ^ 2 + a 1 ^ 2) + 28 / 15 * a 2 ^ 2) * hpi

/-- If the whole field is turned by an orthogonal matrix `R`, the sphere average of its
squared `z` component is `4/15 + R_zz²/5`. -/
theorem collinear_rotated (R : Matrix (Fin 3) (Fin 3) ℝ) (hR : Rᵀ * R = 1) :
    sphereAvg (fun t p => ((R *ᵥ spinField t p) 2) ^ 2) = 4 / 15 + R 2 2 ^ 2 / 5 := by
  -- the third row of R is a unit vector and plays the part of the axis
  have hrow : R 2 ⬝ᵥ R 2 = 1 := by
    have h := congrFun (congrFun (mul_eq_one_comm.mp hR) 2) 2
    simpa [Matrix.mul_apply, dotProduct] using h
  have h : ∀ t p : ℝ, (R *ᵥ spinField t p) 2 = spinField t p ⬝ᵥ R 2 :=
    fun t p => dotProduct_comm (R 2) (spinField t p)
  simp only [h]
  rw [sphereAvg_projection_sq, hrow]
  ring

end

end CollinearRotated
```

The compiler's answer:

```
Main.lean:101:23: error: Application type mismatch: The argument
  congrFun (mul_eq_one_comm.mp ?m.109) 2
has type
  (?m.106 * ?m.105) 2 = 1 2
but is expected to have type
  ?m.96 = ?m.97
in the application
  congrFun (congrFun (mul_eq_one_comm.mp ?m.109) 2)
```

Cause. The error is in the step that takes this entry. `congrFun` turns an equation between functions into an equation between their values, and the attempt applies it twice, once for the row and once for the column. The message shows that when Lean checks the inner application, `hR` has not yet been used: a placeholder `?m.109` stands in its place, and the two factors of the product are unknown too. Lean therefore has no matrix type from which to see that a row is itself a function, and it fails to match the inner equation with the equation between functions that the outer `congrFun` expects.

The repair first states `hR' : R * Rᵀ = 1`, so that `mul_eq_one_comm.mp hR` is checked against a known matrix equation. It then writes out the equation of the entries, with the type of the identity matrix given, and proves it by `rw [hR']`, which makes both sides the same. `congrFun` is no longer needed, and the `simpa` line that follows is unchanged.

The repair, with which the file compiles:

```diff
@@ -99,5 +99,6 @@
   -- the third row of R is a unit vector and plays the part of the axis
   have hrow : R 2 ⬝ᵥ R 2 = 1 := by
-    have h := congrFun (congrFun (mul_eq_one_comm.mp hR) 2) 2
+    have hR' : R * Rᵀ = 1 := mul_eq_one_comm.mp hR
+    have h : (R * Rᵀ) 2 2 = (1 : Matrix (Fin 3) (Fin 3) ℝ) 2 2 := by rw [hR']
     simpa [Matrix.mul_apply, dotProduct] using h
   have h : ∀ t p : ℝ, (R *ᵥ spinField t p) 2 = spinField t p ⬝ᵥ R 2 :=
```
